# An open chain with zero on-site energies and nonzero nearest-neighbour hoppings has a zero-energy state exactly when its number of sites is odd

Number the sites \(0, 1, \dots, L\). Site 0 is the impurity and the other \(L \ge 0\) sites are the bath, so the chain has \(L+1\) sites. The real number \(t_i\) is the hopping between sites \(i\) and \(i+1\), for \(0 \le i < L\). The Hamiltonian \(H\) is the real symmetric matrix with

\[
H_{i,i+1} = H_{i+1,i} = t_i , \qquad \text{all other entries } 0 .
\]

The hoppings may have either sign, so a convention with \(-t_i\) changes nothing below. Energies are measured from the Fermi level. The zero diagonal means that the on-site energies of the impurity and of every bath site lie exactly there, which is the particle-hole symmetric point of a non-interacting chain. A zero-energy state is a vector \(\psi \neq 0\) with \(H\psi = 0\), and \(\psi_0\) is its amplitude on the impurity.

## Parity of the chain and weight on the impurity

Let all hoppings \(t_0, \dots, t_{L-1}\) be nonzero. Then:

- a zero-energy state exists if and only if \(L+1\) is odd;
- every zero-energy state has \(\psi_0 \neq 0\);
- a normalised zero-energy state has impurity weight

\[
\psi_0^2 = \frac{1}{\sum_{n=0}^{L} z_n^2}, \qquad z_0 = 1,\quad z_1 = 0,\quad z_{n+2} = -\frac{t_n}{t_{n+1}}\, z_n .
\]

For uniform hopping and \(L = 2m\) the weight is \(1/(m+1)\).

## Bath-size scans and a check at zero interaction

In an exact-diagonalisation impurity solver with a chain bath, run without interaction, with all on-site energies at zero and all hoppings nonzero, the impurity spectrum has a pole at the Fermi level for even \(L\) and none for odd \(L\). A scan that raises \(L\) by one therefore alternates between two kinds of spectrum at zero frequency, and differences between neighbouring sizes there mix this parity effect with bath-size convergence. Comparing sizes of equal parity removes the alternation.

The weight formula also gives a test of the code that builds and diagonalises the matrix. For even \(L\), and hoppings for which only one eigenvalue is zero up to rounding, take the normalised eigenvector of that eigenvalue, square its first component, and compare the result with the reciprocal of the sum \(\sum_n z_n^2\).

## From the rows of \(H\psi = 0\) to the weight

Set \(\psi_{L+1} = 0\) for an empty site beyond the end. The rows of \(H\psi\) are then

\[
(H\psi)_0 = t_0 \psi_1, \qquad (H\psi)_{n+1} = t_n \psi_n + t_{n+1}\psi_{n+2} \quad (0 \le n < L).
\]

The value of \(t_L\) is irrelevant, because it only multiplies \(\psi_{L+1} = 0\).

**The profile.** Let \(H\psi = 0\). If \(L \ge 1\), the first row gives \(\psi_1 = 0\), since \(t_0 \neq 0\). For \(n+1 < L\) the row of site \(n+1\) gives \(\psi_{n+2} = -(t_n/t_{n+1})\psi_n\). This is the recursion of \(z_n\), so

\[
\psi_n = \psi_0\, z_n \qquad (0 \le n \le L).
\]

If \(\psi_0 = 0\), the whole vector vanishes. Hence every zero-energy state has a nonzero impurity amplitude, and any two such states are proportional.

**The last row.** The recursion starts from \(z_1 = 0\), so \(z_n = 0\) for all odd \(n\). On even sites within the chain, \(z_n\) is a product of nonzero ratios and does not vanish. For \(L \ge 1\) one row remains, that of site \(L\):

\[
t_{L-1}\psi_{L-1} = 0 .
\]

If \(L\) is even, \(L-1\) is odd and \(z_{L-1} = 0\), so the profile \(z\) satisfies this row too and is a zero-energy state. If \(L\) is odd, \(L-1\) is even and \(z_{L-1} \neq 0\), so \(\psi_0 = 0\) and no zero-energy state exists. For \(L = 0\) the matrix is the single entry 0, and \(\psi_0 = 1\) is a zero-energy state.

**The weight.** Normalisation gives \(1 = \sum_n \psi_n^2 = \psi_0^2 \sum_n z_n^2\), which is the stated formula. For uniform hopping, \(z_{2k} = (-1)^k\). With \(L = 2m\) there are \(m+1\) even sites, so the sum is \(m+1\).

**One, two and three sites.** An isolated impurity, \(L = 0\), has weight 1 at zero energy. One bath site splits the level into \(\pm t_0\), and nothing is left at zero. A second bath site brings back a state proportional to \((1, 0, -t_0/t_1)\), with impurity weight \(t_1^2/(t_0^2 + t_1^2)\).

## The Lean file

```lean
import Mathlib

open Matrix

namespace ChainBathParity

noncomputable section

/-- Hamiltonian of an impurity (site 0) followed by a chain of `L` bath sites, with zero on-site
energies and hopping `t i` between sites `i` and `i + 1`. -/
def chain (t : ℕ → ℝ) (L : ℕ) : Matrix (Fin (L + 1)) (Fin (L + 1)) ℝ :=
  Matrix.of fun i j =>
    (if (j : ℕ) = i + 1 then t i else 0) + (if (i : ℕ) = j + 1 then t j else 0)

/-- Zero-energy profile with amplitude 1 on the impurity and 0 on the first bath site, continued by
a two-step recursion. It is meant for nonzero hoppings; where `t (n + 1) = 0`, Lean's division by
zero makes the value at `n + 2` zero. -/
def zeroMode (t : ℕ → ℝ) : ℕ → ℝ
  | 0 => 1
  | 1 => 0
  | n + 2 => -(t n / t (n + 1)) * zeroMode t n

/-- The impurity has a spectral peak at the Fermi level (zero energy): some zero-energy state has
nonzero amplitude on the impurity. -/
def HasFermiPeak (t : ℕ → ℝ) (L : ℕ) : Prop :=
  ∃ ψ : Fin (L + 1) → ℝ, chain t L *ᵥ ψ = 0 ∧ ψ 0 ≠ 0

/-- Action of the Hamiltonian on amplitudes `φ` that vanish just beyond the end of the chain:
each site receives the amplitudes of its neighbours, weighted by the hoppings. -/
theorem chain_rows (t : ℕ → ℝ) (L : ℕ) (φ : ℕ → ℝ) (hφ : φ (L + 1) = 0) :
    (chain t L *ᵥ fun j => φ j) ⟨0, L.succ_pos⟩ = t 0 * φ 1 ∧
    ∀ n, ∀ hn : n + 1 < L + 1, (chain t L *ᵥ fun j => φ j) ⟨n + 1, hn⟩
      = t n * φ n + t (n + 1) * φ (n + 2) := by
  -- the sum may include the empty site beyond the end
  have key : ∀ i : Fin (L + 1), (chain t L *ᵥ fun j => φ j) i
      = ∑ j ∈ Finset.range (L + 2), ((if j = (i : ℕ) + 1 then t i else 0)
        + (if (i : ℕ) = j + 1 then t j else 0)) * φ j := by
    intro i
    rw [Finset.sum_range_succ, hφ, mul_zero, add_zero, ← Fin.sum_univ_eq_sum_range
      (fun j => ((if j = (i : ℕ) + 1 then t i else 0)
        + (if (i : ℕ) = j + 1 then t j else 0)) * φ j)]
    simp only [chain, Matrix.mulVec, dotProduct, Matrix.of_apply]
  constructor
  · rw [key, Finset.sum_eq_single 1]
    · simp
    · intro b _ hb
      simp [hb]
    · intro h
      exact absurd (Finset.mem_range.mpr (by omega)) h
  · intro n hn
    rw [key, Finset.sum_eq_add_of_mem n (n + 2) (Finset.mem_range.mpr (by omega))
      (Finset.mem_range.mpr (by omega)) (by omega)]
    · have e : n ≠ n + 1 + 1 := by omega
      simp [e]
    · rintro c _ ⟨h1, h2⟩
      simp [h2, Ne.symm h1]

/-- The amplitudes of a zero-energy state, continued by zero beyond the end of the chain, satisfy
the neighbour relations on every site. -/
theorem zero_energy_rows {t : ℕ → ℝ} {L : ℕ} {ψ : Fin (L + 1) → ℝ} (hψ : chain t L *ᵥ ψ = 0) :
    ∃ φ : ℕ → ℝ, (∀ i : Fin (L + 1), ψ i = φ i) ∧ φ (L + 1) = 0 ∧ t 0 * φ 1 = 0 ∧
      ∀ n < L, t n * φ n + t (n + 1) * φ (n + 2) = 0 := by
  obtain ⟨φ, hφ, hv⟩ : ∃ φ : ℕ → ℝ, φ (L + 1) = 0 ∧ ∀ i : Fin (L + 1), ψ i = φ i := by
    refine ⟨fun n => if h : n < L + 1 then ψ ⟨n, h⟩ else 0, by simp, fun i => ?_⟩
    have h := i.isLt
    simp only [h, ↓reduceDIte]
  have hr := chain_rows t L φ hφ
  rw [← funext hv, hψ] at hr
  exact ⟨φ, hv, hφ, hr.1.symm, fun n hn => (hr.2 n (by omega)).symm⟩

/-- The zero-energy profile vanishes on every odd-numbered site. -/
theorem zeroMode_odd (t : ℕ → ℝ) {n : ℕ} (hn : Odd n) : zeroMode t n = 0 := by
  obtain ⟨k, rfl⟩ := hn
  induction k with
  | zero => simp [zeroMode]
  | succ k ih => rw [show 2 * (k + 1) + 1 = (2 * k + 1) + 2 by ring, zeroMode, ih, mul_zero]

/-- Across a nonzero hopping `t (n + 1)`, the contributions of the profile from the two neighbours
of site `n + 1` cancel. -/
theorem zeroMode_row {t : ℕ → ℝ} {n : ℕ} (h : t (n + 1) ≠ 0) :
    t n * zeroMode t n + t (n + 1) * zeroMode t (n + 2) = 0 := by
  have e : t (n + 1) * (t n / t (n + 1)) = t n := by field_simp
  rw [zeroMode]
  linear_combination (-zeroMode t n) * e

/-- With an even number of bath sites and nonzero hoppings, the profile is annihilated by the
Hamiltonian. -/
theorem chain_zeroMode {t : ℕ → ℝ} {L : ℕ} (ht : ∀ i < L, t i ≠ 0) (hL : Even L) :
    chain t L *ᵥ (fun i => zeroMode t i) = 0 := by
  have hr := chain_rows t L (zeroMode t) (zeroMode_odd t hL.add_one)
  funext i
  rcases i with ⟨_ | n, hi⟩
  · rw [hr.1, zeroMode_odd t odd_one, mul_zero, Pi.zero_apply]
  · rw [hr.2 n hi, Pi.zero_apply]
    by_cases h : n + 1 < L
    · exact zeroMode_row (ht _ h)
    · -- at the end of the chain both amplitudes are zero
      have hn : Odd n := by
        obtain ⟨k, hk⟩ := hL
        exact ⟨k - 1, by omega⟩
      rw [zeroMode, zeroMode_odd t hn]
      ring

/-- For nonzero hoppings, every zero-energy state is its impurity amplitude times the profile. -/
theorem zero_energy_profile {t : ℕ → ℝ} {L : ℕ} (ht : ∀ i < L, t i ≠ 0)
    {ψ : Fin (L + 1) → ℝ} (hψ : chain t L *ᵥ ψ = 0) (i : Fin (L + 1)) :
    ψ i = ψ 0 * zeroMode t i := by
  obtain ⟨φ, hv, -, hr0, hr⟩ := zero_energy_rows hψ
  have key : ∀ n, n ≤ L → φ n = φ 0 * zeroMode t n := by
    intro n
    induction n using Nat.twoStepInduction with
    | zero => intro _; simp [zeroMode]
    | one =>
      intro h1
      have h2 : φ 1 = 0 := (mul_eq_zero.mp hr0).resolve_left (ht 0 (by omega))
      simp [zeroMode, h2]
    | more n ih _ =>
      intro hn
      have h1 := ht (n + 1) (by omega)
      have h2 := hr n (by omega)
      have h3 := ih (by omega)
      apply mul_left_cancel₀ h1
      linear_combination h2 - t n * h3 - φ 0 * zeroMode_row h1
  rw [hv i, hv 0, Fin.val_zero]
  exact key i (Nat.le_of_lt_succ i.isLt)

/-- For nonzero hoppings, the chain has a zero-energy eigenstate exactly when its number of sites
is odd, and every such eigenstate has nonzero amplitude on the impurity. -/
theorem zero_energy_iff_odd {t : ℕ → ℝ} {L : ℕ} (ht : ∀ i < L, t i ≠ 0) :
    ((∃ ψ : Fin (L + 1) → ℝ, ψ ≠ 0 ∧ chain t L *ᵥ ψ = 0) ↔ Odd (L + 1)) ∧
    ∀ ψ : Fin (L + 1) → ℝ, ψ ≠ 0 → chain t L *ᵥ ψ = 0 → ψ 0 ≠ 0 := by
  have first : ∀ ψ : Fin (L + 1) → ℝ, ψ ≠ 0 → chain t L *ᵥ ψ = 0 → ψ 0 ≠ 0 := by
    intro ψ hne h h0
    apply hne
    funext i
    rw [zero_energy_profile ht h i, h0, zero_mul, Pi.zero_apply]
  refine ⟨⟨?_, fun hodd => ?_⟩, first⟩
  · rintro ⟨ψ, hne, h⟩
    by_contra hodd
    obtain ⟨k, hk⟩ := Nat.not_odd_iff_even.mp hodd
    obtain ⟨φ, hv, hend, -, hr⟩ := zero_energy_rows h
    have h0 := first ψ hne h
    rw [hv 0, Fin.val_zero] at h0
    -- a nonzero amplitude propagates along the even sites, past the end of the chain
    have hz : ∀ j, 2 * j ≤ L + 1 → φ (2 * j) ≠ 0 := by
      intro j
      induction j with
      | zero => intro _; rwa [mul_zero]
      | succ j ih =>
        intro hj h1
        have row := hr (2 * j) (by omega)
        rw [show 2 * j + 2 = 2 * (j + 1) by ring, h1, mul_zero, add_zero] at row
        exact mul_ne_zero (ht _ (by omega)) (ih (by omega)) row
    have hk2 : L + 1 = 2 * k := by omega
    rw [hk2] at hend
    exact hz k hk2.ge hend
  · have hL : Even L := by
      obtain ⟨k, hk⟩ := hodd
      exact ⟨k, by omega⟩
    refine ⟨fun i => zeroMode t i, fun h0 => ?_, chain_zeroMode ht hL⟩
    have h1 := congrFun h0 0
    simp [zeroMode] at h1

/-- For nonzero hoppings, adding one bath site toggles the impurity peak at the Fermi level: the
longer chain has it exactly when the shorter one does not. -/
theorem peak_toggles {t : ℕ → ℝ} {L : ℕ} (ht : ∀ i < L + 1, t i ≠ 0) :
    HasFermiPeak t (L + 1) ↔ ¬ HasFermiPeak t L := by
  have peak : ∀ M, (∀ i < M, t i ≠ 0) → (HasFermiPeak t M ↔ Odd (M + 1)) := by
    intro M hM
    obtain ⟨h1, h2⟩ := zero_energy_iff_odd hM
    rw [← h1]
    constructor
    · rintro ⟨ψ, h, h0⟩
      exact ⟨ψ, fun e => h0 (by rw [e, Pi.zero_apply]), h⟩
    · rintro ⟨ψ, hne, h⟩
      exact ⟨ψ, h, h2 ψ hne h⟩
  rw [peak _ ht, peak _ (fun i hi => ht i (by omega)), Nat.odd_add_one]

/-- For nonzero hoppings, a normalised zero-energy state has impurity weight equal to the inverse
squared norm of the zero-energy profile. -/
theorem impurity_weight {t : ℕ → ℝ} {L : ℕ} (ht : ∀ i < L, t i ≠ 0) {ψ : Fin (L + 1) → ℝ}
    (hψ : chain t L *ᵥ ψ = 0) (hn : ∑ i, ψ i ^ 2 = 1) :
    ψ 0 ^ 2 = 1 / ∑ i : Fin (L + 1), zeroMode t i ^ 2 := by
  have h : ψ 0 ^ 2 * ∑ i : Fin (L + 1), zeroMode t i ^ 2 = 1 := by
    refine Eq.trans ?_ hn
    rw [Finset.mul_sum]
    refine Finset.sum_congr rfl fun i _ => ?_
    rw [zero_energy_profile ht hψ i, mul_pow]
  refine eq_div_of_mul_eq (fun h0 => ?_) h
  rw [h0, mul_zero] at h
  exact zero_ne_one h

/-- For uniform nonzero hopping and `2 * m` bath sites, a normalised zero-energy state has weight
`1 / (m + 1)` on the impurity. -/
theorem impurity_weight_uniform {τ : ℝ} (hτ : τ ≠ 0) {m : ℕ} {ψ : Fin (2 * m + 1) → ℝ}
    (hψ : chain (fun _ => τ) (2 * m) *ᵥ ψ = 0) (hn : ∑ i, ψ i ^ 2 = 1) :
    ψ 0 ^ 2 = 1 / ((m : ℝ) + 1) := by
  have hz : ∀ k, zeroMode (fun _ => τ) (2 * k) ^ 2 = 1 := by
    intro k
    induction k with
    | zero => simp [zeroMode]
    | succ k ih =>
      rw [show 2 * (k + 1) = 2 * k + 2 by ring]
      simp only [zeroMode, div_self hτ]
      linear_combination ih
  have hs : ∀ n : ℕ, ∑ i ∈ Finset.range (2 * n + 1), zeroMode (fun _ => τ) i ^ 2
      = (n : ℝ) + 1 := by
    intro n
    induction n with
    | zero => simp [zeroMode]
    | succ n ih =>
      rw [Finset.sum_range_succ, hz, show 2 * (n + 1) = 2 * n + 1 + 1 by ring,
        Finset.sum_range_succ, ih, zeroMode_odd _ (odd_two_mul_add_one n)]
      push_cast
      ring
  rw [impurity_weight (fun _ _ => hτ) hψ hn,
    Fin.sum_univ_eq_sum_range (fun i => zeroMode (fun _ => τ) i ^ 2), hs]

end

end ChainBathParity
```

```lean
#print axioms ChainBathParity.zero_energy_iff_odd
#print axioms ChainBathParity.peak_toggles
#print axioms ChainBathParity.impurity_weight_uniform
```

```
'ChainBathParity.zero_energy_iff_odd' depends on axioms: [propext, Classical.choice, Quot.sound]
'ChainBathParity.peak_toggles' depends on axioms: [propext, Classical.choice, Quot.sound]
'ChainBathParity.impurity_weight_uniform' depends on axioms: [propext, Classical.choice, Quot.sound]
```

## How the Lean statements read

`chain t L` is \(H\), indexed by `Fin (L + 1)`, the sites \(0, \dots, L\). The hoppings are an infinite sequence `t : ℕ → ℝ`, of which the matrix uses only the first \(L\) entries. The hypothesis `∀ i < L, t i ≠ 0` says that no bond of the chain is cut. `chain t L *ᵥ ψ = 0` is \(H\psi = 0\), and `zeroMode t n` is \(z_n\).

- `zero_energy_iff_odd` contains the parity criterion and the nonzero impurity amplitude.
- `HasFermiPeak t L` means that some \(\psi\) with \(H\psi = 0\) has \(\psi_0 \neq 0\). `peak_toggles` says that this holds for \(L+1\) bath sites exactly when it fails for \(L\). Its hypothesis includes the bond to the added site.
- `impurity_weight` and `impurity_weight_uniform` take a zero-energy state with `∑ i, ψ i ^ 2 = 1` and give \(\psi_0^2\).

## How the lemmas retrace the derivation

`chain_rows` computes the rows of \(H\psi\). It extends the matrix-vector sum by the empty site \(L+1\), so that every row after the first has the same two-neighbour form, and then picks out the one or two terms that survive. `zero_energy_rows` pads a given zero-energy vector with zeros and reads off the neighbour relations.

`zeroMode_odd` proves by induction that the profile vanishes on odd sites. `zeroMode_row` shows that its two contributions to an inner row cancel. `chain_zeroMode` combines them for even \(L\), treating the last row separately.

`zero_energy_profile` is the step \(\psi_n = \psi_0 z_n\). It uses `Nat.twoStepInduction`, because the recursion connects sites two apart, and cancels the nonzero factor `t (n + 1)` where one would divide by hand.

In `zero_energy_iff_odd`, the case of an even number of sites is arranged slightly differently from the derivation above. A nonzero \(\psi_0\) forces nonzero amplitudes on sites \(2, 4, \dots\), up to the empty site \(L+1\), where the amplitude is zero by construction. This is the contradiction from the last row, reached from the other side. `peak_toggles` then needs only that consecutive integers have opposite parity.

`impurity_weight` inserts the profile into the normalisation. The uniform case follows from two inductions, one for \(z_{2k}^2 = 1\) and one for the sum.

## Limits for interacting, shifted or nearly cut chains

The theorems concern a finite, non-interacting, single-particle matrix with real hoppings and zero diagonal. They make no statement about a Hubbard interaction on the impurity, nonzero on-site energies, star-shaped baths or the limit of an infinite bath.

The peak is defined through eigenvectors; the file contains no Green's function. The link is the usual spectral representation, in which the residue of the impurity Green's function at zero is the summed squared impurity amplitude of an orthonormal set of zero-energy states. Here there is at most one such state up to sign, so the residue is \(\psi_0^2\).

The claim about the impurity amplitude fails if even one hopping may vanish: for \(L = 2\), \(t_0 \neq 0\) and \(t_1 = 0\), the last site alone carries a zero-energy state that the impurity does not see.

For an even number of sites the eigenvalues are nonzero, but they may be very small. Four sites with hoppings \(\varepsilon, 1, \varepsilon\) have two eigenvalues close to \(\pm\varepsilon^2\) for small \(\varepsilon\). A code that detects zero modes by a threshold, or broadens its spectrum by more than this splitting, can report a peak at the Fermi level where the matrix has no zero eigenvalue.
